# Debye relaxation: the loss peaks at w = 1/τ, and the integral of Im χ(w)/w over w > 0 is (π/2)χ(0)

The Debye response is taken here as an explicit complex function of a real frequency w,

χ(w) = Δ/(1 − i w τ),

with two real parameters: the strength Δ, which is the static response χ(0), and the relaxation time τ. The minus sign belongs to the time convention e^(−iwt), under which a passive medium has Im χ(w) ≥ 0 for w > 0. The function describes a polarisation that decays as a single exponential e^(−t/τ) once the field is removed. That decay law is postulated, not derived from molecular motion, and any instantaneous high-frequency response is left out.

## The peak and the area by hand

Let Δ > 0 and τ > 0. The loss Im χ(w) is at most Δ/2 at every real w, with equality only at w = 1/τ, and the integral of Im χ(w)/w over w > 0 exists and equals (π/2)χ(0). Setting Δ = 1 gives the normalised response 1/(1 − i w τ), with maximum loss 1/2.

Write x = wτ. Multiplying numerator and denominator by 1 + ix gives

Re χ = Δ/(1 + x²),  Im χ = Δx/(1 + x²).

The distance of the loss from Δ/2 is a square over a positive denominator:

Δ/2 − Im χ = Δ(1 + x² − 2x)/(2(1 + x²)) = Δ(1 − x)²/(2(1 + x²)).

It is never negative, and it vanishes only for x = 1, that is, w = 1/τ.

For w > 0, dividing the loss by w removes the factor w from its numerator:

Im χ(w)/w = Δτ/(1 + (wτ)²) = d/dw [Δ arctan(wτ)].

The antiderivative is 0 at w = 0 and tends to Δπ/2 as w → ∞. The integrand is positive, so this finite limit gives convergence as well as the value, (π/2)Δ = (π/2)χ(0).

Two further facts follow from the same formulas. Since Re χ − Δ/2 = Δ(1 − x²)/(2(1 + x²)),

(Re χ − Δ/2)² + (Im χ)² = (Δ/2)² [(1 − x²)² + 4x²]/(1 + x²)² = (Δ/2)²,

which is the Cole–Cole circle. The loss is half its maximum when x/(1 + x²) = 1/4, so x² − 4x + 1 = 0 and x = 2 ± √3.

## The response function in Lean

```lean
import Mathlib

open MeasureTheory Set Filter Topology

namespace DebyeRelaxation

noncomputable section

/-- The Debye response `χ(w) = Δ / (1 - i w τ)` with strength `Δ` and relaxation time `τ`. -/
def debye (Δ τ w : ℝ) : ℂ := (Δ : ℂ) / (1 - Complex.I * w * τ)
```

In `debye Δ τ w` all three arguments are real and the value is complex. The definition puts no sign condition on the parameters; positivity is a hypothesis of individual theorems. In the sum rule, Δ > 0 is assumed for convenience in the proof; by linearity the result holds for every real Δ.

## Real part, loss and the Cole–Cole circle

```lean
/-- The in-phase part of the Debye response is `Δ / (1 + (w τ)²)`. -/
theorem debye_re (Δ τ w : ℝ) : (debye Δ τ w).re = Δ / (1 + (w * τ) ^ 2) := by
  have hre : (1 - Complex.I * w * τ : ℂ).re = 1 := by simp
  have him : (1 - Complex.I * w * τ : ℂ).im = -(w * τ) := by simp
  rw [debye, Complex.div_re, Complex.normSq_apply, hre, him, Complex.ofReal_re,
    Complex.ofReal_im]
  ring

/-- The loss, the imaginary part of the Debye response, is `Δ w τ / (1 + (w τ)²)`. -/
theorem debye_im (Δ τ w : ℝ) :
    (debye Δ τ w).im = Δ * (w * τ) / (1 + (w * τ) ^ 2) := by
  have hre : (1 - Complex.I * w * τ : ℂ).re = 1 := by simp
  have him : (1 - Complex.I * w * τ : ℂ).im = -(w * τ) := by simp
  rw [debye, Complex.div_im, Complex.normSq_apply, hre, him, Complex.ofReal_re,
    Complex.ofReal_im]
  ring
```

These lemmas separate the response into its in-phase part and its loss. Each first finds the real and imaginary parts of the denominator, 1 and −wτ, and then applies the formula for complex division, which is the multiplication by 1 + ix done above.

```lean
/-- Cole-Cole plot: in the complex plane the Debye response lies on the circle of radius `|Δ|/2`
centred at `Δ/2` on the real axis. -/
theorem cole_cole_circle (Δ τ w : ℝ) :
    ((debye Δ τ w).re - Δ / 2) ^ 2 + (debye Δ τ w).im ^ 2 = (Δ / 2) ^ 2 := by
  have hD : 1 + (w * τ) ^ 2 ≠ 0 := by positivity
  rw [debye_re, debye_im]
  field_simp
  ring
```

After both parts are substituted, `field_simp` clears the denominator 1 + (wτ)², which is never zero, and `ring` checks the remaining polynomial identity.

## The height and width of the loss peak

```lean
/-- The loss falls short of `Δ/2` by `Δ (1 - w τ)² / (2 (1 + (w τ)²))`. -/
theorem loss_gap (Δ τ w : ℝ) :
    Δ / 2 - (debye Δ τ w).im = Δ * (1 - w * τ) ^ 2 / (2 * (1 + (w * τ) ^ 2)) := by
  have hD : 1 + (w * τ) ^ 2 ≠ 0 := by positivity
  rw [debye_im]
  field_simp
  ring
```

This is the perfect-square identity. It holds for all real Δ and τ; the signs matter only when an inequality is read off from it.

```lean
/-- The loss equals `Δ/2` exactly at the frequency `w = 1/τ`. -/
theorem loss_eq_max_iff {Δ τ : ℝ} (hΔ : 0 < Δ) (hτ : 0 < τ) (w : ℝ) :
    (debye Δ τ w).im = Δ / 2 ↔ w = 1 / τ := by
  have hD : 1 + (w * τ) ^ 2 ≠ 0 := by positivity
  rw [debye_im, div_eq_div_iff hD two_ne_zero, eq_div_iff hτ.ne']
  constructor
  · intro h
    -- the condition is a perfect square
    have h0 : Δ * (w * τ - 1) ^ 2 = 0 := by linear_combination -h
    rcases mul_eq_zero.mp h0 with h1 | h1
    · exact absurd h1 hΔ.ne'
    · have h2 := (pow_eq_zero_iff two_ne_zero).mp h1
      linarith
  · intro h
    rw [h]
    ring
```

The equality case is proved by cross-multiplying. The equation becomes Δ(wτ − 1)² = 0, and since Δ is not zero, wτ = 1. The hypothesis τ > 0 allows this to be written as w = 1/τ.

```lean
/-- The loss equals `Δ/4`, half of `Δ/2`, exactly when `w τ = 2 - √3` or `w τ = 2 + √3`. -/
theorem loss_half_max_iff {Δ : ℝ} (hΔ : 0 < Δ) (τ w : ℝ) :
    (debye Δ τ w).im = Δ / 4 ↔ w * τ = 2 - √3 ∨ w * τ = 2 + √3 := by
  have hD : 1 + (w * τ) ^ 2 ≠ 0 := by positivity
  have hs : (√3 : ℝ) ^ 2 = 3 := Real.sq_sqrt (by norm_num)
  rw [debye_im, div_eq_div_iff hD four_ne_zero]
  constructor
  · intro h
    -- factor the quadratic equation for `w τ`
    have h0 : Δ * ((w * τ - (2 - √3)) * (w * τ - (2 + √3))) = 0 := by
      linear_combination -h - Δ * hs
    rcases mul_eq_zero.mp h0 with h1 | h1
    · exact absurd h1 hΔ.ne'
    · rcases mul_eq_zero.mp h1 with h2 | h2
      · left; linarith
      · right; linarith
  · rintro (h | h)
    · rw [h]
      linear_combination -Δ * hs
    · rw [h]
      linear_combination -Δ * hs
```

Here the cross-multiplied equation factors into the two roots, with (√3)² = 3 supplied as `hs`. For τ > 0 the half-maximum frequencies have the ratio (2 + √3)/(2 − √3) = 7 + 4√3 ≈ 13.9, so the peak is about 1.14 decades wide on a logarithmic frequency axis. A measured peak that is clearly broader is not described by this Debye function alone.

## The static sum rule

```lean
/-- Static sum rule: `Im χ(w) / w` is integrable over `w > 0`, and its integral is
`(π/2) χ(0)`. -/
theorem static_sum_rule {Δ τ : ℝ} (hΔ : 0 < Δ) (hτ : 0 < τ) :
    IntegrableOn (fun w : ℝ => (debye Δ τ w).im / w) (Ioi 0) ∧
    ((∫ w in Ioi (0 : ℝ), (debye Δ τ w).im / w : ℝ) : ℂ)
      = (Real.pi / 2 : ℂ) * debye Δ τ 0 := by
  -- the integrand is a Lorentzian centred at zero frequency
  have hEq : EqOn (fun w : ℝ => Δ * τ / (1 + (w * τ) ^ 2))
      (fun w : ℝ => (debye Δ τ w).im / w) (Ioi 0) := by
    intro w hw
    have hw0 : w ≠ 0 := ne_of_gt hw
    show Δ * τ / (1 + (w * τ) ^ 2) = (debye Δ τ w).im / w
    rw [debye_im, eq_div_iff hw0]
    ring
  -- its antiderivative is `Δ arctan (w τ)`
  have hderiv : ∀ x ∈ Ici (0 : ℝ), HasDerivAt (fun w : ℝ => Δ * Real.arctan (w * τ))
      (Δ * τ / (1 + (x * τ) ^ 2)) x := by
    intro x _
    have h := (((hasDerivAt_id' x).mul_const τ).arctan).const_mul Δ
    refine HasDerivAt.congr_deriv h ?_
    ring
  have hpos : ∀ x ∈ Ioi (0 : ℝ), 0 ≤ Δ * τ / (1 + (x * τ) ^ 2) := by
    intro x _
    positivity
  have hlim : Tendsto (fun w : ℝ => Δ * Real.arctan (w * τ)) atTop
      (𝓝 (Δ * (Real.pi / 2))) := by
    have h1 : Tendsto (fun w : ℝ => w * τ) atTop atTop :=
      tendsto_id.atTop_mul_const hτ
    have h2 : Tendsto Real.arctan atTop (𝓝 (Real.pi / 2)) :=
      Real.tendsto_arctan_atTop.mono_right nhdsWithin_le_nhds
    exact (h2.comp h1).const_mul Δ
  have hint := integrableOn_Ioi_deriv_of_nonneg' hderiv hpos hlim
  have hval := integral_Ioi_of_hasDerivAt_of_nonneg' hderiv hpos hlim
  refine ⟨hint.congr_fun hEq measurableSet_Ioi, ?_⟩
  have h0 : debye Δ τ 0 = (Δ : ℂ) := by simp [debye]
  rw [← setIntegral_congr_fun measurableSet_Ioi hEq, hval, h0, zero_mul,
    Real.arctan_zero]
  push_cast
  ring
```

The theorem has two parts. `IntegrableOn` on `Ioi 0`, the open half-line w > 0, says that the integral converges; this is stated separately because Lean assigns the value 0 to the integral of a non-integrable function. The second part gives the value. The integral is a real number, regarded as complex so that it can be compared with `debye Δ τ 0`.

The proof follows the calculation by hand. `hEq` cancels w in the integrand, `hderiv` differentiates Δ arctan(wτ), `hpos` records that the derivative is nonnegative, and `hlim` gives the limit at infinity. Two Mathlib results then turn a nonnegative derivative with a convergent antiderivative into integrability and into the value of the integral.

This is the zero-frequency Kramers–Kronig relation for one explicit function. The general relation, for a causal response that is finite at w = 0 and decays suitably at high frequency, rests on analyticity in the upper half-plane, which is not used here.

## Peak and sum rule together

```lean
/-- Debye relaxation: the loss never exceeds `Δ/2`, reaches it only at `w = 1/τ`, and
`Im χ(w) / w` is integrable over `w > 0` with integral `(π/2) χ(0)`. -/
theorem debye_loss_peak_and_sum_rule {Δ τ : ℝ} (hΔ : 0 < Δ) (hτ : 0 < τ) :
    (∀ w : ℝ, (debye Δ τ w).im ≤ Δ / 2) ∧
    (∀ w : ℝ, (debye Δ τ w).im = Δ / 2 ↔ w = 1 / τ) ∧
    IntegrableOn (fun w : ℝ => (debye Δ τ w).im / w) (Ioi 0) ∧
    ((∫ w in Ioi (0 : ℝ), (debye Δ τ w).im / w : ℝ) : ℂ)
      = (Real.pi / 2 : ℂ) * debye Δ τ 0 := by
  refine ⟨fun w => ?_, loss_eq_max_iff hΔ hτ, static_sum_rule hΔ hτ⟩
  -- the gap to `Δ/2` is a square over a positive denominator
  have hgap : 0 ≤ Δ * (1 - w * τ) ^ 2 / (2 * (1 + (w * τ) ^ 2)) := by positivity
  rw [← loss_gap] at hgap
  linarith

end

end DebyeRelaxation
```

The bound and the equality case are stated for every real w, negative frequencies included. The bound follows from `loss_gap`, whose right-hand side is nonnegative; the other parts are the theorems already proved.

```lean
#print axioms DebyeRelaxation.cole_cole_circle
#print axioms DebyeRelaxation.loss_half_max_iff
#print axioms DebyeRelaxation.debye_loss_peak_and_sum_rule
```

```
'DebyeRelaxation.cole_cole_circle' depends on axioms: [propext, Classical.choice, Quot.sound]
'DebyeRelaxation.loss_half_max_iff' depends on axioms: [propext, Classical.choice, Quot.sound]
'DebyeRelaxation.debye_loss_peak_and_sum_rule' depends on axioms: [propext, Classical.choice, Quot.sound]
```

## Spectra on a finite frequency grid, and the limit τ → 0

For a dielectric spectrum computed from a simulation of a polar liquid, the sum rule offers a consistency check between the loss and the static response, once any instantaneous part has been subtracted from the latter. The theorem covers a single time constant; by linearity the same form holds for a sum of Debye terms with different positive τ. Because dw/w = d(ln w), the integral is the area under the loss plotted against ln w, and a code can evaluate it by the trapezoidal rule on a logarithmic grid. A grid from a to b captures only

Δ[arctan(bτ) − arctan(aτ)],

which falls short of (π/2)Δ by about Δ(aτ + 1/(bτ)) when aτ is small and bτ is large. Unless the missing tails are added separately, an accurate value therefore needs a grid that extends well to both sides of 1/τ.

As τ → 0 with Δ fixed, the peak moves to ever higher frequency, while its height Δ/2 and the area (π/2)Δ stay the same. At τ = 0 the response is the constant Δ, the loss vanishes at every frequency and the integral is 0. The sum rule then fails for Δ > 0, which shows why τ must be strictly positive.
